# First-order pair residuals over projected and orthonormal virtuals vanish together when the projected orbitals span the virtual space

Take a closed-shell molecule with localized occupied orbitals. To describe the correlation of an electron pair near the atoms where it lives, local MP2 can use projected atomic orbitals as virtuals: atomic orbitals from which the occupied space has been projected out. They stay local, but they overlap, and there are usually more of them than the virtual space has dimensions. The amplitude equations then acquire overlap matrices and may have redundant unknowns. Do they still determine the same first-order wavefunction as the equations in orthonormal virtuals?

For real orbitals in a finite basis, with one common set of projected orbitals for all pairs, they do if that set spans the virtual space. This concerns local MP2 before each pair is restricted to its own domain of virtuals.

## The two descriptions of a pair

```lean
import Mathlib

open Matrix

namespace LocalCorrelationResidual

variable {o v p : Type*} [Fintype o] [Fintype v] [Fintype p]
```

The three finite index sets label occupied orbitals (`o`), orthonormal virtuals (`v`) and projected orbitals (`p`). Nothing relates the sizes of `v` and `p`, so linearly dependent projected orbitals are allowed.

```lean
/-- Matrix elements over projected orbitals, `Qᵀ X Q`, of a quantity `X` given in
orthonormal virtuals. -/
def toLocal (Q : Matrix v p ℝ) (X : Matrix v v ℝ) : Matrix p p ℝ := Qᵀ * X * Q
```

`Matrix v p ℝ` is a real matrix with rows labelled by `v` and columns by `p`. Each column of Q holds one projected orbital expanded in orthonormal virtuals. If X is a matrix over the orthonormal virtuals, its matrix elements over projected orbitals are

QᵀXQ.

With X = 1 this is the overlap S = QᵀQ; with the virtual Fock matrix f it is F = QᵀfQ.

```lean
/-- Amplitudes in orthonormal virtuals, `Q T Qᵀ`, represented by the amplitudes `T` of
projected orbitals. -/
def toOrtho (Q : Matrix v p ℝ) (T : Matrix p p ℝ) : Matrix v v ℝ := Q * T * Qᵀ
```

Amplitudes travel the other way. A pair function with coefficients T over products of projected orbitals has, over products of orthonormal virtuals, the coefficients

t = Q T Qᵀ.

```lean
/-- The first-order pair residual in a nonorthogonal virtual basis with overlap `S`, Fock
matrix `F`, exchange integrals `K` and occupied Fock block `fo`. -/
def localResidual (S F : Matrix p p ℝ) (K : o → o → Matrix p p ℝ) (fo : Matrix o o ℝ)
    (T : o → o → Matrix p p ℝ) (i j : o) : Matrix p p ℝ :=
  K i j + F * T i j * S + S * T i j * F
    - ∑ m, S * (fo i m • T m j + fo m j • T i m) * S
```

This `def` introduces the local residual, which I call R_ij:

R_ij = K_ij + F T_ij S + S T_ij F − Σ_m S (fo_im T_mj + fo_mj T_im) S.

K_ij contains the exchange integrals of the pair, and `fo` is the occupied block of the Fock matrix. Localized orbitals generally make `fo` nondiagonal, which couples the pairs through the sum over m. The amplitude equations are R_ij = 0.

```lean
/-- The first-order pair residual in orthonormal virtuals with Fock matrix `f`, exchange
integrals `k` and occupied Fock block `fo`. -/
def orthoResidual (f : Matrix v v ℝ) (k : o → o → Matrix v v ℝ) (fo : Matrix o o ℝ)
    (t : o → o → Matrix v v ℝ) (i j : o) : Matrix v v ℝ :=
  k i j + f * t i j + t i j * f - ∑ m, (fo i m • t m j + fo m j • t i m)
```

In orthonormal virtuals the overlap is the unit matrix, and the residual r_ij is

r_ij = k_ij + f t_ij + t_ij f − Σ_m (fo_im t_mj + fo_mj t_im).

Both formulas are taken as definitions; they are not derived here from the perturbation expansion. The matrices f, `fo` and k_ij are arbitrary real matrices, with no symmetry assumed.

```lean
/-- The closed-shell pair energy `∑ K_ab (2 T_ab - T_ba)`, written as a trace. -/
def pairEnergy (K T : Matrix p p ℝ) : ℝ := trace (Kᵀ * ((2 : ℝ) • T - Tᵀ))
```

Written out, the trace is the closed-shell pair energy

Σ_ab K_ab (2 T_ab − T_ba),

where a and b label virtuals. At amplitudes that solve the equations, its sum over all ordered occupied pairs is the MP2 correlation energy.

## How the residual transforms

```lean
/-- The local residual is the orthonormal residual, taken at the amplitudes `Q T Qᵀ` and
projected onto the projected orbitals. -/
theorem localResidual_eq (Q : Matrix v p ℝ) (f : Matrix v v ℝ)
    (k : o → o → Matrix v v ℝ) (fo : Matrix o o ℝ) (T : o → o → Matrix p p ℝ) (i j : o) :
    localResidual (Qᵀ * Q) (toLocal Q f) (fun a b => toLocal Q (k a b)) fo T i j
      = toLocal Q (orthoResidual f k fo (fun a b => toOrtho Q (T a b)) i j) := by
  -- distribute all products and compare them term by term
  simp only [localResidual, orthoResidual, toLocal, toOrtho, Matrix.mul_add, Matrix.add_mul,
    Matrix.mul_sub, Matrix.sub_mul, Matrix.mul_sum, Matrix.sum_mul, Matrix.mul_smul,
    Matrix.smul_mul, Matrix.mul_assoc]
```

A `theorem` states its claim after the colon and gives the proof after `:=`. The claim here is

R_ij = Qᵀ r_ij Q, with r_ij evaluated at t_ij = Q T_ij Qᵀ.

In `fun a b => toLocal Q (k a b)`, the labels a and b are occupied: the expression is the whole family of local integrals, K_ab = Qᵀ k_ab Q.

By hand, insert S = QᵀQ and F = QᵀfQ into each term:

F T_ij S = Qᵀ f (Q T_ij Qᵀ) Q = Qᵀ (f t_ij) Q

S T_ij F = Qᵀ (Q T_ij Qᵀ) f Q = Qᵀ (t_ij f) Q

S T_mj S = Qᵀ (Q T_mj Qᵀ) Q = Qᵀ t_mj Q

The last line holds equally for T_im. Multiplying by the Fock elements, summing over m and adding K_ij = Qᵀ k_ij Q gives the claim. The `simp only` call does the same: it distributes products over sums, differences and scalar factors, then brackets every product alike, after which the two sides coincide. Q may be any real matrix here.

## When nothing is lost in projection

```lean
omit [Fintype v] in
/-- If the projected orbitals span the virtual space, the orthonormal virtuals can be
expanded in them: `Q` has a right inverse. -/
theorem exists_rightInverse [DecidableEq v] (Q : Matrix v p ℝ)
    (hQ : Function.Surjective Q.mulVec) : ∃ B : Matrix p v ℝ, Q * B = 1 := by
  choose g hg using fun j : v => hQ (Pi.single j 1)
  refine ⟨Matrix.of fun a j => g j a, ?_⟩
  ext i j
  have h := congrFun (hg j) i
  simpa [Matrix.mul_apply, Matrix.mulVec, dotProduct, Matrix.one_apply,
    Pi.single_apply] using h
```

`Q.mulVec` is the map x ↦ Qx. It is surjective when every virtual vector is a combination of the columns of Q, that is, when the projected orbitals span the virtual space.

For each orthonormal virtual j, choose coefficients g_j with Q g_j = e_j, where e_j is the unit vector written `Pi.single j 1` in Lean. The matrix B with columns g_j then satisfies

Q B = 1.

`choose` selects the g_j, and the remaining lines check this equation entry by entry. With redundant projected orbitals B is not unique, but any choice will do.

```lean
/-- If the projected orbitals span the virtual space, a quantity whose matrix elements over
them all vanish is zero. -/
theorem toLocal_eq_zero_iff (Q : Matrix v p ℝ) (hQ : Function.Surjective Q.mulVec)
    (X : Matrix v v ℝ) : toLocal Q X = 0 ↔ X = 0 := by
  classical
  constructor
  · intro h
    obtain ⟨B, hB⟩ := exists_rightInverse Q hQ
    have hBt : Bᵀ * Qᵀ = 1 := by rw [← Matrix.transpose_mul, hB, Matrix.transpose_one]
    calc X = (Bᵀ * Qᵀ) * X * (Q * B) := by rw [hBt, hB, Matrix.one_mul, Matrix.mul_one]
      _ = Bᵀ * toLocal Q X * B := by simp only [toLocal, Matrix.mul_assoc]
      _ = 0 := by rw [h, Matrix.mul_zero, Matrix.zero_mul]
  · rintro rfl
    simp [toLocal]
```

If QᵀXQ = 0 and Q is surjective, then X = 0. Transposing QB = 1 gives BᵀQᵀ = 1, hence

X = (BᵀQᵀ) X (QB) = Bᵀ (QᵀXQ) B = 0.

The `calc` block contains these equalities in this order. The converse is immediate.

```lean
/-- If the projected orbitals do not span the virtual space, some nonzero quantity has only
vanishing matrix elements over them. -/
theorem exists_invisible (Q : Matrix v p ℝ) (hQ : ¬ Function.Surjective Q.mulVec) :
    ∃ X : Matrix v v ℝ, X ≠ 0 ∧ toLocal Q X = 0 := by
  classical
  have hlt : LinearMap.range Q.mulVecLin < ⊤ := by
    refine lt_top_iff_ne_top.mpr fun h => hQ fun y => ?_
    have hy : y ∈ LinearMap.range Q.mulVecLin := by rw [h]; exact Submodule.mem_top
    obtain ⟨x, hx⟩ := hy
    exact ⟨x, hx⟩
  -- a nonzero functional, hence a vector `w`, that annihilates all projected orbitals
  obtain ⟨φ, hφ, hle⟩ := Submodule.exists_le_ker_of_lt_top _ hlt
  obtain ⟨w, hw⟩ : ∃ w : v → ℝ, ∀ x, φ x = ∑ i, x i * w i :=
    ⟨fun i => φ (fun j => if i = j then 1 else 0), fun x => φ.pi_apply_eq_sum_univ x⟩
  have hwQ : ∀ a, ∑ i, Q i a * w i = 0 := by
    intro a
    have h := hle (LinearMap.mem_range_self Q.mulVecLin (Pi.single a 1))
    rw [LinearMap.mem_ker, hw] at h
    have hc : ∀ i, Q.mulVecLin (Pi.single a 1) i = Q i a := by
      intro i
      simp
    simpa only [hc] using h
  refine ⟨vecMulVec w w, fun h => hφ ?_, ?_⟩
  · have h0 : ∀ i, w i = 0 := by
      intro i
      have h1 := congrArg (fun M : Matrix v v ℝ => M i i) h
      simpa [Matrix.vecMulVec_apply] using h1
    refine LinearMap.ext fun x => ?_
    rw [hw]
    simp [h0]
  · have hz : Qᵀ * vecMulVec w w = 0 := by
      ext a b
      simp only [Matrix.mul_apply, Matrix.transpose_apply, Matrix.vecMulVec_apply,
        ← mul_assoc, ← Finset.sum_mul, hwQ, zero_mul, Matrix.zero_apply]
    rw [toLocal, hz, Matrix.zero_mul]
```

Now suppose that the projected orbitals do not span the virtual space. Their span is a proper subspace, so some nonzero vector w is orthogonal to every column of Q:

Σ_i Q_ia w_i = 0 for every a.

Set X = wwᵀ. Its diagonal elements are w_i², so X ≠ 0; yet Qᵀw = 0, so QᵀXQ = 0. Lean obtains w from a nonzero linear functional φ that vanishes on the span, by writing φ(x) = Σ_i x_i w_i. `vecMulVec w w` is wwᵀ.

```lean
/-- The local residual of a pair at amplitudes `T` and its orthonormal residual at the amplitudes
`Q T Qᵀ` vanish together for every choice of exchange integrals exactly when the projected orbitals
span the virtual space. -/
theorem surjective_iff_vanish_together (Q : Matrix v p ℝ) (f : Matrix v v ℝ)
    (fo : Matrix o o ℝ) (T : o → o → Matrix p p ℝ) (i j : o) :
    Function.Surjective Q.mulVec ↔ ∀ k : o → o → Matrix v v ℝ,
      (localResidual (Qᵀ * Q) (toLocal Q f) (fun a b => toLocal Q (k a b)) fo T i j = 0
        ↔ orthoResidual f k fo (fun a b => toOrtho Q (T a b)) i j = 0) := by
  constructor
  · intro hQ k
    rw [localResidual_eq]
    exact toLocal_eq_zero_iff Q hQ _
  · intro h
    by_contra hQ
    obtain ⟨X, hX, hX0⟩ := exists_invisible Q hQ
    -- choose the integrals so that the orthonormal residual is the invisible `X`
    let t : o → o → Matrix v v ℝ := fun a b => toOrtho Q (T a b)
    let k : o → o → Matrix v v ℝ := fun _ _ => X - orthoResidual f (fun _ _ => 0) fo t i j
    have hk : orthoResidual f k fo t i j = X := by
      simp only [k, orthoResidual]
      abel
    have h1 := h k
    rw [localResidual_eq] at h1
    change toLocal Q (orthoResidual f k fo t i j) = 0 ↔ orthoResidual f k fo t i j = 0 at h1
    rw [hk] at h1
    exact hX (h1.mp hX0)
```

For fixed f, `fo`, T and pair i, j, the theorem says that Q is surjective if and only if, for every family of integrals k,

R_ij = 0 ⇔ r_ij = 0.

From left to right, R_ij = Qᵀ r_ij Q, and a surjective Q lets this vanish only when r_ij does.

From right to left, suppose that Q is not surjective and take the invisible X found above. Let r⁰_ij be the orthonormal residual with all integrals set to zero. Choosing

k_ab = X − r⁰_ij for all a, b

makes r_ij = X ≠ 0, while R_ij = QᵀXQ = 0. This contradicts the assumed equivalence. In Lean, `abel` does the cancellation that gives r_ij = X.

The quantifier over k admits any real matrices, including ones that no Coulomb interaction would produce. For one particular k, the two residuals may vanish together even if Q is not surjective.

A small example shows what a missing virtual does. Take one occupied orbital with `fo` = 0, two orthonormal virtuals with f = 1 and k = 1 (unit matrices), and a single projected orbital equal to the first virtual, so that Q is the column (1, 0)ᵀ. Then S = F = K = 1, and the local equation is

1 + 2T = 0, so T = −1/2.

In orthonormal virtuals these amplitudes are t = diag(−1/2, 0), and the residual is

r = 1 + 2t = diag(0, 1) ≠ 0.

The local equation is solved, but excitations into the second virtual are missing. The local pair energy is −1/2, whereas the full solution t = diag(−1/2, −1/2) gives −1.

## Solutions and energies

```lean
/-- If the projected orbitals span the virtual space, the solutions of the orthonormal
amplitude equations are exactly the images `Q T Qᵀ` of solutions of the local ones. -/
theorem solutions_correspond (Q : Matrix v p ℝ) (hQ : Function.Surjective Q.mulVec)
    (f : Matrix v v ℝ) (k : o → o → Matrix v v ℝ) (fo : Matrix o o ℝ)
    (t : o → o → Matrix v v ℝ) :
    (∀ i j, orthoResidual f k fo t i j = 0) ↔
      ∃ T : o → o → Matrix p p ℝ, (fun a b => toOrtho Q (T a b)) = t ∧ ∀ i j,
        localResidual (Qᵀ * Q) (toLocal Q f) (fun a b => toLocal Q (k a b)) fo T i j = 0 := by
  classical
  constructor
  · intro h
    obtain ⟨B, hB⟩ := exists_rightInverse Q hQ
    have hBt : Bᵀ * Qᵀ = 1 := by rw [← Matrix.transpose_mul, hB, Matrix.transpose_one]
    -- lift the amplitudes with the right inverse
    have hT : (fun a b => toOrtho Q (B * t a b * Bᵀ)) = t := by
      funext a b
      calc toOrtho Q (B * t a b * Bᵀ) = (Q * B) * t a b * (Bᵀ * Qᵀ) := by
            simp only [toOrtho, Matrix.mul_assoc]
        _ = t a b := by rw [hB, hBt, Matrix.one_mul, Matrix.mul_one]
    refine ⟨fun a b => B * t a b * Bᵀ, hT, fun i j => ?_⟩
    rw [localResidual_eq, hT, h i j]
    simp [toLocal]
  · rintro ⟨T, rfl, h⟩ i j
    exact ((surjective_iff_vanish_together Q f fo T i j).mp hQ k).mp (h i j)
```

This theorem treats all pairs at once. For surjective Q, a family t solves the orthonormal equations exactly when t_ij = Q T_ij Qᵀ for some family T that solves the local ones. The symbol `∃` reads "there exists".

Given an orthonormal solution t, set

T_ij = B t_ij Bᵀ.

Then Q T_ij Qᵀ = (QB) t_ij (BᵀQᵀ) = t_ij, and the transformation law gives R_ij = Qᵀ 0 Q = 0. Conversely, if T solves the local equations, the preceding theorem makes every r_ij vanish. The theorem does not say that a solution exists.

T need not be unique. If Qn = 0 for a nonzero n, adding nnᵀ to T_ij leaves Q T_ij Qᵀ unchanged. Redundant projected orbitals make the local amplitudes ambiguous, but not the wavefunction that they represent.

The matrix B also appears in an iterative local MP2 code. The program diagonalizes S, discards the eigenvectors with negligible eigenvalues, and builds from the rest a matrix W with WᵀSW = 1. The columns of W expand orthonormal virtuals in the projected orbitals. If these are the virtuals used in the definition of Q and nothing but exact redundancy has been removed, then QW = 1, and W is a possible B. The residual is transformed as

Wᵀ R_ij W = r_ij.

With W chosen so that it also diagonalizes the Fock matrix, the element of r_ij for virtuals a and b is divided by fo_ii + fo_jj − ε_a − ε_b, where ε_a and ε_b are the diagonal Fock elements of these virtuals, to give a correction Δ_ij, and the amplitudes are updated by W Δ_ij Wᵀ. With pair domains, the same steps use a separate W for each pair, and the residual is then controlled only within that domain.

```lean
/-- The closed-shell pair energy computed with projected orbitals equals the one computed in
orthonormal virtuals at the amplitudes `Q T Qᵀ`. -/
theorem pairEnergy_eq (Q : Matrix v p ℝ) (k : Matrix v v ℝ) (T : Matrix p p ℝ) :
    pairEnergy (toLocal Q k) T = pairEnergy k (toOrtho Q T) := by
  have h : (2 : ℝ) • toOrtho Q T - (toOrtho Q T)ᵀ = Q * ((2 : ℝ) • T - Tᵀ) * Qᵀ := by
    simp only [toOrtho, Matrix.transpose_mul, Matrix.transpose_transpose, Matrix.mul_sub,
      Matrix.sub_mul, Matrix.mul_smul, Matrix.smul_mul, Matrix.mul_assoc]
  rw [pairEnergy, pairEnergy, h]
  -- move `Qᵀ` around the trace
  calc trace ((toLocal Q k)ᵀ * ((2 : ℝ) • T - Tᵀ))
      = trace (Qᵀ * (kᵀ * Q * ((2 : ℝ) • T - Tᵀ))) := by
        simp only [toLocal, Matrix.transpose_mul, Matrix.transpose_transpose, Matrix.mul_assoc]
    _ = trace ((kᵀ * Q * ((2 : ℝ) • T - Tᵀ)) * Qᵀ) := Matrix.trace_mul_comm _ _
    _ = trace (kᵀ * (Q * ((2 : ℝ) • T - Tᵀ) * Qᵀ)) := by simp only [Matrix.mul_assoc]

end LocalCorrelationResidual
```

The pair energy is the same in both descriptions, for any real Q. The bracket with the amplitudes transforms as

2 Q T Qᵀ − (Q T Qᵀ)ᵀ = Q (2T − Tᵀ) Qᵀ.

Moving Qᵀ around the trace then gives

tr[(QᵀkQ)ᵀ (2T − Tᵀ)] = tr[Qᵀ kᵀ Q (2T − Tᵀ)] = tr[kᵀ Q (2T − Tᵀ) Qᵀ],

which is the energy in orthonormal virtuals at the amplitudes QTQᵀ. The hypothesis `h` in the proof is the first equation, and `Matrix.trace_mul_comm` is the cyclic step. Two local solutions that differ only by redundancy therefore have the same energy.

```lean
#print axioms LocalCorrelationResidual.surjective_iff_vanish_together
#print axioms LocalCorrelationResidual.solutions_correspond
#print axioms LocalCorrelationResidual.pairEnergy_eq
```

```
'LocalCorrelationResidual.surjective_iff_vanish_together' depends on axioms: [propext, Classical.choice, Quot.sound]
'LocalCorrelationResidual.solutions_correspond' depends on axioms: [propext, Classical.choice, Quot.sound]
'LocalCorrelationResidual.pairEnergy_eq' depends on axioms: [propext, Classical.choice, Quot.sound]
```
